# A rotation-invariant four-atom energy whose forces at a planar square are not sums of central pair forces

Suppose I call forces central whenever the force on each atom is a sum of vectors along the lines to the other atoms, with any strengths whatever. Does an energy that is invariant under translations and rotations always have forces of this kind?

I believe it does not. Take four atoms and let the energy be the signed volume spanned by the three edges that leave one of them, $E=\det(x_1-x_0,\,x_2-x_0,\,x_3-x_0)$. At a flat unit square the forces should be nonzero and perpendicular to the plane, where no combination of in-plane lines can reach. I would like to see this made rigorous, with a precise meaning for "force" and "central", and checked by machine in Lean 4.

## What counts as central, and what counts as a force

The choice that matters most is how much freedom a central force gets. Here it gets a great deal: forces $F_i$ at positions $x_i$ are central if there are real numbers $c_{ij}$ with

$$F_i=\sum_j c_{ij}\,(x_j-x_i).$$

A positive $c_{ij}$ pulls atom $i$ towards atom $j$. The vectors are not normalised, so the signed strength along the unit vector from $i$ to $j$ is $c_{ij}\,|x_j-x_i|$. The numbers may differ from one configuration to the next, need not come from a pair potential, and need not satisfy $c_{ij}=c_{ji}$, which would be action and reaction. A negative result under such a generous definition also excludes every narrower one.

The forces of an energy are defined through work. If the atoms are displaced by $tV$, where $V$ gives one vector $V_i$ per atom, then

$$\left.\frac{d}{dt}E(X+tV)\right|_{t=0}=-\sum_i F_i\cdot V_i\qquad\text{for every }V.$$

This is $F=-\nabla E$, expressed through directional derivatives.

## From the signed volume to forces out of the plane

Write $a=x_1-x_0$, $b=x_2-x_0$, $c=x_3-x_0$, so that $E=a\cdot(b\times c)$.

**Invariance.** Under $x_i\mapsto Rx_i+d$ the translation $d$ cancels in the edges, and each edge is multiplied by $R$. Hence $E\mapsto\det(R)\,E$. A rotation has $\det R=1$ and leaves $E$ unchanged; a reflection has $\det R=-1$ and reverses its sign.

**Forces.** Displace the atoms by $tV$ and write $a'=V_1-V_0$, $b'=V_2-V_0$, $c'=V_3-V_0$. The determinant is linear in each edge, so $E(X+tV)$ is a cubic polynomial in $t$. Its linear coefficient is

$$a'\cdot(b\times c)+b'\cdot(c\times a)+c'\cdot(a\times b).$$

Collecting the terms that belong to each $V_i$ and changing the sign gives

$$F_1=-\,b\times c,\quad F_2=-\,c\times a,\quad F_3=-\,a\times b,\quad F_0=b\times c+c\times a+a\times b.$$

The four forces add up to zero, as translation invariance demands.

**Planar configurations.** If all atoms lie in the plane $z=0$, then $a$, $b$ and $c$ lie in it too, and their cross products point along $z$. A central force is a combination of the vectors $x_j-x_i$, which have no $z$ component. Forces that are both central and equal to those of $E$ must therefore vanish.

**The square.** Put the atoms at $(0,0,0)$, $(1,0,0)$, $(1,1,0)$, $(0,1,0)$. Then $a=(1,0,0)$, $b=(1,1,0)$, $c=(0,1,0)$, and

$$b\times c=(0,0,1),\qquad c\times a=(0,0,-1),\qquad a\times b=(0,0,1).$$

The forces are

$$F_0=(0,0,1),\quad F_1=(0,0,-1),\quad F_2=(0,0,1),\quad F_3=(0,0,-1).$$

They are nonzero, so they are not central. They push the two diagonals of the square apart, one up and one down.

**The part played by mirror symmetry.** Let $E$ now be any energy that is unchanged by the reflection $z\mapsto-z$, and let the atoms lie in the plane $z=0$. Lifting atom $i$ by $t$ and lowering it by $t$ give mirror images, which have equal energies. The two derivatives at $t=0$ are $-F_{i,z}$ and $+F_{i,z}$, so $F_{i,z}=0$. Forces out of the plane, like those at the square, thus require an energy that distinguishes a configuration from its mirror image.

## The theorems in words

A `Config` assigns three real coordinates to each of four atoms, numbered 0 to 3; the same type serves for positions, displacements and forces. `energy` is the determinant with the three edges as rows. `IsForce E X F` is the work condition above, and `IsCentral X F` is the existence of the numbers $c_{ij}$.

The main theorem, `square_forces_not_central`, has three parts:

1. For every matrix `R` in the special orthogonal group and every vector `d`, the energy of the rotated and translated configuration equals the original energy.
2. A family `F` is the force of the energy at `square` if and only if it is the alternating family just computed. These vectors are the forces, and there are no others.
3. No family that is the force of the energy at `square` is central.

Two further theorems are more general. `planar_central_iff` treats every configuration in the plane $z=0$: the forces of the signed volume are central exactly when they all vanish. `mirror_invariant_force_in_plane` treats every four-atom energy that is invariant under the reflection and has forces at the given planar configuration. It places those forces in the plane, but does not say that they are central.

The energy is a toy model. Its prefactor, an energy per unit volume that would set the strength of such a term, is taken as 1, and $E$ is unbounded below, so it could only be one term of a realistic potential. It also changes sign when two atoms are exchanged, so the atoms must be distinguishable, as four different substituents around a chiral centre are.

For machine-learned potentials, the consequence is that a model which predicts each force as a weighted sum of relative positions cannot reproduce the forces of this four-atom toy energy at the square, however its scalar weights are computed.

## The Lean file

```lean
import Mathlib

open Matrix

namespace ChiralFourAtomEnergy

/-- Positions (or displacements) of four atoms in three-dimensional space. -/
abbrev Config := Fin 4 → Fin 3 → ℝ

/-- The signed-volume energy: the determinant of the three edge vectors
drawn from the first atom to the others. -/
def energy (X : Config) : ℝ :=
  (Matrix.of ![X 1 - X 0, X 2 - X 0, X 3 - X 0]).det

/-- `F` is the force of the energy `E` at `X`: along every displacement `V` of the atoms,
the energy changes at a rate equal to minus the work of `F`. -/
def IsForce (E : Config → ℝ) (X F : Config) : Prop :=
  ∀ V : Config, HasDerivAt (fun t : ℝ => E (X + t • V)) (-(∑ i, F i ⬝ᵥ V i)) 0

/-- The forces `F` are sums of central pair forces: each atom is pushed or pulled
along the lines joining it to the other atoms, with arbitrary strengths. -/
def IsCentral (X F : Config) : Prop :=
  ∃ c : Fin 4 → Fin 4 → ℝ, ∀ i, F i = ∑ j, c i j • (X j - X i)

/-- Cross products of edge vectors, one vector for each atom. -/
def force (X : Config) : Config :=
  ![(X 2 - X 0) ⨯₃ (X 3 - X 0) + (X 3 - X 0) ⨯₃ (X 1 - X 0) + (X 1 - X 0) ⨯₃ (X 2 - X 0),
    -((X 2 - X 0) ⨯₃ (X 3 - X 0)),
    -((X 3 - X 0) ⨯₃ (X 1 - X 0)),
    -((X 1 - X 0) ⨯₃ (X 2 - X 0))]

/-- The unit square in the plane `z = 0`, with the atoms numbered around its boundary. -/
def square : Config := ![![0, 0, 0], ![1, 0, 0], ![1, 1, 0], ![0, 1, 0]]

/-- Reflection of all atoms in the plane `z = 0`. -/
def mirror (X : Config) : Config := fun i => ![X i 0, X i 1, -X i 2]

/-- A linear map followed by a translation multiplies the signed-volume energy
by the determinant of the linear map. -/
theorem energy_affine (R : Matrix (Fin 3) (Fin 3) ℝ) (d : Fin 3 → ℝ) (X : Config) :
    energy (fun i => R *ᵥ X i + d) = R.det * energy X := by
  -- the edge matrix is multiplied by the transpose of `R`; the translation cancels
  have h : Matrix.of ![(R *ᵥ X 1 + d) - (R *ᵥ X 0 + d), (R *ᵥ X 2 + d) - (R *ᵥ X 0 + d),
      (R *ᵥ X 3 + d) - (R *ᵥ X 0 + d)]
      = Matrix.of ![X 1 - X 0, X 2 - X 0, X 3 - X 0] * Rᵀ := by
    ext i j
    fin_cases i <;>
      simp [Matrix.mul_apply, Matrix.mulVec, dotProduct, Fin.sum_univ_three] <;> ring
  unfold energy
  rw [h, Matrix.det_mul, Matrix.det_transpose, mul_comm]

/-- Along a straight displacement the energy is a cubic polynomial in the step length,
whose linear coefficient is minus the work of `force`. -/
theorem energy_expansion (X V : Config) (t : ℝ) :
    energy (X + t • V) = energy X + t * (-(∑ i, force X i ⬝ᵥ V i))
      + t ^ 2 * (-(∑ i, force V i ⬝ᵥ X i)) + t ^ 3 * energy V := by
  simp [energy, force, Matrix.det_fin_three, cross_apply, dotProduct,
    Fin.sum_univ_four, Fin.sum_univ_three]
  ring

/-- The cross products of edge vectors are the forces of the signed-volume energy
at every configuration. -/
theorem isForce_force (X : Config) : IsForce energy X (force X) := by
  intro V
  simp only [energy_expansion]
  -- differentiate the cubic at zero
  have h1 := hasDerivAt_id' (0 : ℝ)
  have h := (((h1.mul_const (-(∑ i, force X i ⬝ᵥ V i))).const_add (energy X)).fun_add
    ((h1.fun_pow 2).mul_const (-(∑ i, force V i ⬝ᵥ X i)))).fun_add
    ((h1.fun_pow 3).mul_const (energy V))
  exact h.congr_deriv (by simp)

/-- Moving one atom by a unit step along one axis, the work is the corresponding
force component. -/
theorem work_single (F : Config) (i : Fin 4) (k : Fin 3) :
    ∑ j, F j ⬝ᵥ (Pi.single i (Pi.single k 1) : Config) j = F i k := by
  rw [Finset.sum_eq_single i]
  · simp
  · intro j _ hj
    simp [Pi.single_eq_of_ne hj]
  · simp

/-- An energy has at most one set of forces at a given configuration. -/
theorem isForce_unique {E : Config → ℝ} {X F G : Config}
    (hF : IsForce E X F) (hG : IsForce E X G) : F = G := by
  funext i k
  have h := (hF (Pi.single i (Pi.single k 1))).unique (hG (Pi.single i (Pi.single k 1)))
  rw [work_single, work_single] at h
  linarith

/-- For four atoms in the plane `z = 0`, the forces of the signed-volume energy are sums of central
pair forces if and only if they all vanish. -/
theorem planar_central_iff {X : Config} (hX : ∀ i, X i 2 = 0) :
    IsCentral X (force X) ↔ force X = 0 := by
  constructor
  · rintro ⟨c, hc⟩
    -- central forces have no component out of the plane
    have hz : ∀ i, force X i 2 = 0 := by
      intro i
      rw [hc i]
      simp [Finset.sum_apply, hX]
    -- the forces of the signed volume have no component in the plane
    have hxy : ∀ i, force X i 0 = 0 ∧ force X i 1 = 0 := by
      intro i
      fin_cases i <;> simp [force, cross_apply, hX]
    funext i k
    fin_cases k
    · exact (hxy i).1
    · exact (hxy i).2
    · exact hz i
  · intro h
    exact ⟨0, fun i => by simp [h]⟩

/-- The signed-volume energy is invariant under rotations and translations; its forces at
the unit square are unit vectors perpendicular to the plane, with alternating signs;
and these forces are not a sum of central pair forces. -/
theorem square_forces_not_central :
    (∀ R ∈ Matrix.specialOrthogonalGroup (Fin 3) ℝ, ∀ (d : Fin 3 → ℝ) (X : Config),
      energy (fun i => R *ᵥ X i + d) = energy X) ∧
    (∀ F : Config, IsForce energy square F ↔
      F = ![![0, 0, 1], ![0, 0, -1], ![0, 0, 1], ![0, 0, -1]]) ∧
    (∀ F : Config, IsForce energy square F → ¬ IsCentral square F) := by
  have hsq : force square = ![![0, 0, 1], ![0, 0, -1], ![0, 0, 1], ![0, 0, -1]] := by
    have s0 : square 0 = ![0, 0, 0] := rfl
    have s1 : square 1 = ![1, 0, 0] := rfl
    have s2 : square 2 = ![1, 1, 0] := rfl
    have s3 : square 3 = ![0, 1, 0] := rfl
    ext i k
    fin_cases i <;> fin_cases k <;> simp [force, s0, s1, s2, s3, cross_apply]
  refine ⟨fun R hR d X => ?_, fun F => ⟨fun hF => ?_, fun hF => ?_⟩, fun F hF hc => ?_⟩
  · rw [energy_affine, (Matrix.mem_specialOrthogonalGroup_iff.mp hR).2, one_mul]
  · rw [isForce_unique hF (isForce_force square), hsq]
  · rw [hF, ← hsq]
    exact isForce_force square
  · rw [isForce_unique hF (isForce_force square)] at hc
    have hplane : ∀ i, square i 2 = 0 := by
      intro i
      fin_cases i <;> simp [square]
    have h0 := (planar_central_iff hplane).mp hc
    rw [hsq] at h0
    have h1 := congrFun (congrFun h0 0) 2
    simp at h1

/-- If an energy is unchanged by reflection in the plane `z = 0`, and all four atoms lie in that
plane, then its forces on them have no component out of the plane. -/
theorem mirror_invariant_force_in_plane {E : Config → ℝ} (hE : ∀ X, E (mirror X) = E X)
    {X F : Config} (hX : ∀ i, X i 2 = 0) (hF : IsForce E X F) (i : Fin 4) :
    F i 2 = 0 := by
  -- lifting an atom above the plane costs the same energy as lowering it below
  have key : (fun t : ℝ => E (X + t • (Pi.single i (Pi.single 2 1) : Config)))
      = fun t : ℝ => E (X + t • (-(Pi.single i (Pi.single 2 1) : Config))) := by
    funext t
    refine (hE _).symm.trans (congrArg E ?_)
    ext j k
    by_cases h : j = i
    · subst h
      fin_cases k <;> simp [mirror, hX]
    · fin_cases k <;> simp [mirror, hX, h]
  have h1 : HasDerivAt (fun t : ℝ => E (X + t • (Pi.single i (Pi.single 2 1) : Config)))
      _ 0 := hF (Pi.single i (Pi.single 2 1))
  have h2 : HasDerivAt (fun t : ℝ => E (X + t • (-(Pi.single i (Pi.single 2 1) : Config))))
      _ 0 := hF (-(Pi.single i (Pi.single 2 1)))
  rw [← key] at h2
  have h := h1.unique h2
  simp only [Pi.neg_apply, dotProduct_neg, Finset.sum_neg_distrib, work_single] at h
  linarith

end ChiralFourAtomEnergy
```

```lean
#print axioms ChiralFourAtomEnergy.square_forces_not_central
#print axioms ChiralFourAtomEnergy.mirror_invariant_force_in_plane
```

```
'ChiralFourAtomEnergy.square_forces_not_central' depends on axioms: [propext, Classical.choice, Quot.sound]
'ChiralFourAtomEnergy.mirror_invariant_force_in_plane' depends on axioms: [propext, Classical.choice, Quot.sound]
```

## How the proof follows the derivation

`energy_affine` is the invariance step. Its inner statement `h` says that the edge matrix of the transformed configuration is the old edge matrix times $R^{\mathsf T}$; the transpose appears because the edges are rows. This is verified entry by entry, and the product rule for determinants then yields the factor $\det R$.

`energy_expansion` is the cubic in $t$, stated as an exact identity. The `simp` call writes the determinants, cross products and dot products in coordinates, and `ring` confirms that the two polynomials agree. The quadratic coefficient has the same form as the linear one with the roles of `X` and `V` exchanged, and the cubic coefficient is `energy V`.

`isForce_force` differentiates this cubic at $t=0$. The derivative is assembled term by term from the rules for sums, powers and constant factors, and at zero only the linear coefficient survives. The cross-product formula `force` therefore gives the forces at every configuration, not only at planar ones.

`work_single` and `isForce_unique` show that the work condition determines the forces. If only atom `i` moves, by a unit step along axis `k`, the work is the single component `F i k`. Two candidate forces must give the same derivative along this displacement, because a function has at most one derivative at a point, so they agree in every component.

`planar_central_iff` is the comparison of directions. From the numbers $c_{ij}$, `hz` concludes that the third component of each force is zero. From the cross-product formula, `hxy` concludes that the first two are zero. Together they make the forces vanish. In the other direction, zero forces are central with all $c_{ij}=0$.

In `square_forces_not_central`, the statement `hsq` evaluates the cross products at the square. The first part follows from `energy_affine` with $\det R=1$. The second combines `isForce_force` with uniqueness. For the third, uniqueness replaces an arbitrary force family by `force square`; if that were central, `planar_central_iff` would make it zero, which contradicts the third component of the force on atom 0, equal to 1.

`mirror_invariant_force_in_plane` follows the lifting and lowering argument. The statement `key` says that the energies along the upward and downward displacements are the same function of `t`. Uniqueness of the derivative then equates $-F_{i,z}$ with $F_{i,z}$, and `linarith` concludes that the component is zero.

## Without planarity, or without mirror symmetry

The criterion in `planar_central_iff` fails for atoms that do not share a plane. Put atom 0 at the origin and atoms 1, 2, 3 at the unit vectors $e_1,e_2,e_3$. The cross-product formula gives

$$F_1=-e_1,\quad F_2=-e_2,\quad F_3=-e_3,\quad F_0=e_1+e_2+e_3.$$

These forces are nonzero, yet they are central: take $c_{0j}=c_{j0}=1$ for $j=1,2,3$ and all other strengths zero. Each outer atom is pulled towards the origin, and atom 0 is pulled equally towards all three. This tetrahedron is a supplement to the file, which contains no such example. It shows that the obstruction at the square comes from the energy and the flat geometry together.

The conclusion of the mirror theorem can likewise fail for an energy without the reflection symmetry, and the signed volume at the square is itself an example: the atoms lie in the plane, and every force on them points out of it.
